# The Bofill update satisfies the secant condition and moves the Hessian by at most √2 times the gradient mismatch per step length

Let \(B\) be a real \(n\times n\) matrix, the current approximation to the Hessian. Let \(s\) be a displacement and \(y\) the change in gradient along it. The mismatch \(r=y-Bs\) is the part of \(y\) that \(B\) fails to predict. For nonzero \(r\) and \(s\), write

\[
R=r\cdot r,\qquad S=s\cdot s,\qquad \sigma=r\cdot s,\qquad \varphi=\frac{\sigma^2}{RS}.
\]

The Powell (PSB) correction \(P\), the Bofill correction \(E\) and the updated Hessian \(B_+\) are

\[
P=\frac{rs^T+sr^T}{S}-\frac{\sigma}{S^2}ss^T,\qquad
E=\frac{\sigma}{RS}\,rr^T+(1-\varphi)P,\qquad B_+=B+E.
\]

In Lean, vectors are functions `n → ℝ` on a finite index type, `⬝ᵥ` is the dot product, `*ᵥ` applies a matrix to a vector, and `vecMulVec r s` is \(rs^T\). Lengths are Euclidean in the chosen coordinates, and distances between matrices are measured in the Frobenius norm, so rescaling the coordinates can change \(\varphi\) and the distances.

```lean
import Mathlib

open Matrix

namespace BofillUpdate

noncomputable section

variable {n : Type*} [Fintype n]
```

`len` and `frob` are the Euclidean length and the Frobenius norm.

```lean
/-- Euclidean length of a displacement or gradient vector. -/
def len (v : n → ℝ) : ℝ := √(v ⬝ᵥ v)

/-- Frobenius norm of a matrix. -/
def frob (A : Matrix n n ℝ) : ℝ := √(∑ i, ∑ j, A i j ^ 2)
```

`mismatch` is \(r\), and `weight` is \(\varphi\), the squared cosine of the angle between \(r\) and \(s\).

```lean
/-- The part of the gradient change `y` along the step `s` that the Hessian `B` misses. -/
def mismatch (B : Matrix n n ℝ) (s y : n → ℝ) : n → ℝ := y - B *ᵥ s

/-- Bofill's weight, the squared cosine of the angle between `r` and `s`,
for nonzero `r` and `s`. -/
def weight (r s : n → ℝ) : ℝ := (r ⬝ᵥ s) ^ 2 / ((r ⬝ᵥ r) * (s ⬝ᵥ s))
```

The last three definitions are \(P\), \(E\) and \(B_+\).

```lean
/-- The Powell (PSB) correction to the Hessian for mismatch `r` and nonzero step `s`. -/
def psbStep (r s : n → ℝ) : Matrix n n ℝ :=
  (1 / (s ⬝ᵥ s)) • (vecMulVec r s + vecMulVec s r)
    - ((r ⬝ᵥ s) / (s ⬝ᵥ s) ^ 2) • vecMulVec s s

/-- The Bofill correction to the Hessian for nonzero mismatch `r` and nonzero step `s`. -/
def bofillStep (r s : n → ℝ) : Matrix n n ℝ :=
  ((r ⬝ᵥ s) / ((r ⬝ᵥ r) * (s ⬝ᵥ s))) • vecMulVec r r + (1 - weight r s) • psbStep r s

/-- The Bofill update of the Hessian `B` from a step `s` and gradient change `y`,
for nonzero step and nonzero mismatch. -/
def bofill (B : Matrix n n ℝ) (s y : n → ℝ) : Matrix n n ℝ :=
  B + bofillStep (mismatch B s y) s
```

## A nonzero step

The hypothesis \(s\neq0\) says that the geometry has moved, so that the gradient change carries curvature information. By hand it gives \(S>0\), which permits division by \(S\); `dot_self_pos` supplies this.

```lean
/-- A nonzero vector has positive squared length. -/
theorem dot_self_pos {v : n → ℝ} (hv : v ≠ 0) : 0 < v ⬝ᵥ v := by
  obtain ⟨i, hi⟩ := Function.ne_iff.mp hv
  exact Finset.sum_pos' (fun j _ => mul_self_nonneg (v j))
    ⟨i, Finset.mem_univ i, mul_self_pos.mpr hi⟩
```

For the range of \(\varphi\), take \(w=Sr-\sigma s\). Then

\[
w\cdot w=S^2R-2S\sigma^2+\sigma^2S=S(RS-\sigma^2)\ge0 .
\]

Dividing by \(S\) gives \(\sigma^2\le RS\). If \(r\) is nonzero too, then \(0\le\varphi\le1\), with \(\varphi=1\) exactly when \(w=0\), that is, when \(r\) is parallel to \(s\). In the proof, `hw` is the displayed identity and `hCS` is the inequality after division.

```lean
/-- For nonzero mismatch and step, Bofill's weight lies between 0 and 1, and equals 1 exactly when
the mismatch coincides with its projection on the step. -/
theorem weight_range {r s : n → ℝ} (hr : r ≠ 0) (hs : s ≠ 0) :
    0 ≤ weight r s ∧ weight r s ≤ 1 ∧
      (weight r s = 1 ↔ (s ⬝ᵥ s) • r = (r ⬝ᵥ s) • s) := by
  have hR := dot_self_pos hr
  have hS := dot_self_pos hs
  -- squared length of the component of `r` orthogonal to `s`, up to a factor
  have hw : ((s ⬝ᵥ s) • r - (r ⬝ᵥ s) • s) ⬝ᵥ ((s ⬝ᵥ s) • r - (r ⬝ᵥ s) • s)
      = (s ⬝ᵥ s) * ((r ⬝ᵥ r) * (s ⬝ᵥ s) - (r ⬝ᵥ s) ^ 2) := by
    simp only [sub_dotProduct, dotProduct_sub, smul_dotProduct, dotProduct_smul,
      smul_eq_mul, dotProduct_comm s r]
    ring
  have hnn : 0 ≤ (s ⬝ᵥ s) * ((r ⬝ᵥ r) * (s ⬝ᵥ s) - (r ⬝ᵥ s) ^ 2) := by
    rw [← hw]
    exact Finset.sum_nonneg fun j _ => mul_self_nonneg _
  have hCS := nonneg_of_mul_nonneg_right hnn hS
  refine ⟨by unfold weight; positivity, ?_, ?_⟩
  · unfold weight
    rw [div_le_one (mul_pos hR hS)]
    linarith
  · unfold weight
    rw [div_eq_one_iff_eq (mul_pos hR hS).ne']
    constructor
    · intro h
      by_contra hne
      have hp := dot_self_pos (sub_ne_zero.mpr hne)
      rw [hw, h, sub_self, mul_zero] at hp
      exact lt_irrefl _ hp
    · intro h
      rw [sub_eq_zero.mpr h, zero_dotProduct] at hw
      have h0 := (mul_eq_zero.mp hw.symm).resolve_left hS.ne'
      linarith
```

For the secant condition, use \((uv^T)s=(v\cdot s)u\):

\[
Ps=\frac{Sr+\sigma s}{S}-\frac{\sigma S}{S^2}s=r,\qquad
Es=\frac{\sigma^2}{RS}r+(1-\varphi)r=r .
\]

Hence \(B_+s=Bs+r=y\). The local facts `h` and `hP` are the rank-one rule and \(Ps=r\); `hS` is the cancellation \(S^{-1}S=1\).

```lean
/-- The Bofill correction maps a nonzero step to the mismatch. -/
theorem bofillStep_mulVec (r : n → ℝ) {s : n → ℝ} (hs : s ≠ 0) :
    bofillStep r s *ᵥ s = r := by
  have hS : (s ⬝ᵥ s)⁻¹ * (s ⬝ᵥ s) = 1 := inv_mul_cancel₀ (dot_self_pos hs).ne'
  have h (u v : n → ℝ) : vecMulVec u v *ᵥ s = (v ⬝ᵥ s) • u := by
    ext i
    simp only [Matrix.mulVec, dotProduct, Matrix.vecMulVec_apply, Pi.smul_apply,
      smul_eq_mul, Finset.sum_mul]
    exact Finset.sum_congr rfl fun j _ => by ring
  -- the Powell part alone already maps `s` to `r`
  have hP : psbStep r s *ᵥ s = r := by
    simp only [psbStep, Matrix.sub_mulVec, Matrix.add_mulVec, Matrix.smul_mulVec, h]
    ext i
    simp only [Pi.sub_apply, Pi.add_apply, Pi.smul_apply, smul_eq_mul]
    linear_combination (r i - (r ⬝ᵥ s) * (s ⬝ᵥ s)⁻¹ * s i) * hS
  simp only [bofillStep, Matrix.add_mulVec, Matrix.smul_mulVec, h, hP]
  ext i
  simp only [Pi.add_apply, Pi.smul_apply, smul_eq_mul, weight]
  ring
```

Without \(s\neq0\) the secant condition can be impossible. In one dimension take \(B=0\), \(s=0\), \(y=1\): the mismatch is \(1\), but no matrix sends \(0\) to \(1\).

## A nonzero overlap between mismatch and step

The symmetric rank-one update \(B+rr^T/\sigma\) needs \(\sigma\neq0\), meaning that the mismatch has a component along the step. In that case \(\sigma/(RS)=\varphi/\sigma\), and

\[
B_+=\varphi\left(B+\frac{rr^T}{\sigma}\right)+(1-\varphi)(B+P).
\]

The theorem encodes the condition as a number `α` with \(\alpha\sigma=1\). The step `hc` rewrites the coefficient, and `module` collects the matrices.

```lean
/-- With `α` the inverse of `r ⬝ᵥ s`, the Bofill update is the weighted mixture of the
symmetric rank-one update and the Powell update. -/
theorem bofill_eq_mixture (B : Matrix n n ℝ) (s y : n → ℝ) (α : ℝ)
    (hα : α * (mismatch B s y ⬝ᵥ s) = 1) :
    bofill B s y =
      weight (mismatch B s y) s • (B + α • vecMulVec (mismatch B s y) (mismatch B s y))
        + (1 - weight (mismatch B s y) s) • (B + psbStep (mismatch B s y) s) := by
  unfold bofill bofillStep
  generalize mismatch B s y = r at *
  have hc : (r ⬝ᵥ s) / ((r ⬝ᵥ r) * (s ⬝ᵥ s)) = weight r s * α := by
    unfold weight
    linear_combination (-((r ⬝ᵥ s) / ((r ⬝ᵥ r) * (s ⬝ᵥ s)))) * hα
  rw [hc]
  module
```

If \(\sigma=0\) with \(r\) and \(s\) nonzero, as for \(r=(0,1)\) and \(s=(1,0)\), the rank-one update is undefined. The Bofill update still exists: \(\varphi=0\) and \(B_+=B+P\). The main theorem therefore does not assume \(\sigma\neq0\).

## A nonzero mismatch

The hypothesis \(r\neq0\) says that the old Hessian fails to reproduce the observed gradient change. It makes \(R>0\), so that \(\varphi\) is defined and distances can be measured in units of \(\|r\|/\|s\|\).

Write \(E=a\,rr^T+b(rs^T+sr^T)+c\,ss^T\) with

\[
a=\frac{\sigma}{RS},\qquad b=\frac{1-\varphi}{S},\qquad c=-\frac{(1-\varphi)\sigma}{S^2}.
\]

Summing the squared entries gives

\[
\|E\|_F^2=a^2R^2+2b^2(RS+\sigma^2)+c^2S^2+4abR\sigma+2ac\sigma^2+4bc\sigma S .
\]

```lean
/-- Squared Frobenius norm of a symmetric matrix built from two vectors,
in terms of their dot products. -/
theorem sum_sq_two_vectors (r s : n → ℝ) (a b c : ℝ) :
    ∑ i, ∑ j, (a * (r i * r j) + b * (r i * s j + s i * r j) + c * (s i * s j)) ^ 2
      = a ^ 2 * ((r ⬝ᵥ r) * (r ⬝ᵥ r))
        + b ^ 2 * ((r ⬝ᵥ r) * (s ⬝ᵥ s) + (s ⬝ᵥ s) * (r ⬝ᵥ r)
          + 2 * ((r ⬝ᵥ s) * (r ⬝ᵥ s)))
        + c ^ 2 * ((s ⬝ᵥ s) * (s ⬝ᵥ s))
        + 2 * a * b * ((r ⬝ᵥ r) * (r ⬝ᵥ s) + (r ⬝ᵥ s) * (r ⬝ᵥ r))
        + 2 * a * c * ((r ⬝ᵥ s) * (r ⬝ᵥ s))
        + 2 * b * c * ((r ⬝ᵥ s) * (s ⬝ᵥ s) + (s ⬝ᵥ s) * (r ⬝ᵥ s)) := by
  simp only [dotProduct, Finset.sum_mul_sum]
  simp only [Finset.mul_sum, ← Finset.sum_add_distrib]
  exact Finset.sum_congr rfl fun i _ => Finset.sum_congr rfl fun j _ => by ring
```

Multiplying by \(S/R\) turns the six terms, in order, into

\[
\varphi+2(1-\varphi)^2(1+\varphi)+\varphi(1-\varphi)^2+4\varphi(1-\varphi)-2\varphi^2(1-\varphi)-4\varphi(1-\varphi)^2 ,
\]

which adds up to

\[
q^2=2-2\varphi^2+\varphi^3,\qquad q=\frac{\|E\|_F}{\|r\|/\|s\|}.
\]

In the proof, `entry` reads off \(a,b,c\), the preceding lemma expands the sum, and `field_simp` with `ring` does the simplification.

```lean
/-- For nonzero `r` and `s`, the squared size of the Bofill correction, in units of `‖r‖ / ‖s‖`, is
an explicit cubic polynomial in the weight. -/
theorem relative_size_sq {r s : n → ℝ} (hr : r ≠ 0) (hs : s ≠ 0) :
    (frob (bofillStep r s) / (len r / len s)) ^ 2
      = 2 - 2 * weight r s ^ 2 + weight r s ^ 3 := by
  have hR := dot_self_pos hr
  have hS := dot_self_pos hs
  have entry (i j : n) : bofillStep r s i j
      = (r ⬝ᵥ s) / ((r ⬝ᵥ r) * (s ⬝ᵥ s)) * (r i * r j)
        + (1 - weight r s) / (s ⬝ᵥ s) * (r i * s j + s i * r j)
        + (-((1 - weight r s) * (r ⬝ᵥ s) / (s ⬝ᵥ s) ^ 2)) * (s i * s j) := by
    simp only [bofillStep, psbStep, Matrix.add_apply, Matrix.sub_apply, Matrix.smul_apply,
      Matrix.vecMulVec_apply, smul_eq_mul]
    ring
  have hnn : 0 ≤ ∑ i, ∑ j, bofillStep r s i j ^ 2 :=
    Finset.sum_nonneg fun i _ => Finset.sum_nonneg fun j _ => sq_nonneg _
  unfold frob len
  rw [div_pow, div_pow, Real.sq_sqrt hnn, Real.sq_sqrt hR.le, Real.sq_sqrt hS.le]
  simp only [entry]
  rw [sum_sq_two_vectors]
  unfold weight
  field_simp
  ring
```

Without \(r\neq0\) the lower bound on the distance fails. Take \(B=0\), \(s=1\), \(y=0\) in one dimension. The old Hessian is already exact for this step; with Lean's convention \(x/0=0\) the correction vanishes and the ratio is \(0\), below \(1\).

## A symmetric starting Hessian

Exact second derivatives of a smooth energy form a symmetric matrix, and `hB` asks the same of the approximation \(B\). Since \(E\) is symmetric by construction, \(B_+\) inherits the symmetry. This is the only use of `hB`, in the first part of the main theorem.

The theorem says that, for symmetric \(B\) and nonzero \(s\) and \(r\), the update is symmetric, maps \(s\) to \(y\), and satisfies \(1\le q\le\sqrt2\). The bounds follow from \(0\le\varphi\le1\) and

\[
q^2-1=(1-\varphi)\bigl(1+\varphi(1-\varphi)\bigr)\ge0,\qquad
2-q^2=\varphi^2(2-\varphi)\ge0 ,
\]

which are `hlow` and `hupp`. Because \(q\ge0\), the bounds on \(q^2\) pass to \(q\).

```lean
/-- For nonzero step `s` and nonzero mismatch `r`, the Bofill update of a symmetric Hessian is
symmetric, reproduces the gradient change, and lies at a Frobenius distance between 1 and `√2` times
`‖r‖ / ‖s‖` from the old Hessian. -/
theorem bofill_update {B : Matrix n n ℝ} {s y : n → ℝ} (hB : B.IsSymm) (hs : s ≠ 0)
    (hr : mismatch B s y ≠ 0) :
    (bofill B s y).IsSymm ∧ bofill B s y *ᵥ s = y ∧
      frob (bofill B s y - B) / (len (mismatch B s y) / len s) ∈ Set.Icc 1 (√2) := by
  refine ⟨?_, ?_, ?_⟩
  · refine Matrix.IsSymm.ext fun i j => ?_
    simp only [bofill, bofillStep, psbStep, Matrix.add_apply, Matrix.sub_apply,
      Matrix.smul_apply, Matrix.vecMulVec_apply, smul_eq_mul]
    rw [hB.apply i j]
    ring
  · rw [bofill, Matrix.add_mulVec, bofillStep_mulVec _ hs, mismatch, add_sub_cancel]
  · rw [bofill, add_sub_cancel_left]
    obtain ⟨h0, h1, -⟩ := weight_range hr hs
    have hq := relative_size_sq hr hs
    have hq0 : 0 ≤ frob (bofillStep (mismatch B s y) s) / (len (mismatch B s y) / len s) :=
      div_nonneg (Real.sqrt_nonneg _) (div_nonneg (Real.sqrt_nonneg _) (Real.sqrt_nonneg _))
    generalize frob (bofillStep (mismatch B s y) s) / (len (mismatch B s y) / len s) = q at *
    generalize weight (mismatch B s y) s = p at *
    -- the cubic stays between 1 and 2 on the unit interval
    have hlow : 0 ≤ (1 - p) * (1 + p * (1 - p)) :=
      mul_nonneg (by linarith) (add_nonneg zero_le_one (mul_nonneg h0 (by linarith)))
    have hupp : 0 ≤ p ^ 2 * (2 - p) := mul_nonneg (sq_nonneg p) (by linarith)
    have hq1 : 1 ≤ q ^ 2 := by linarith
    have hq2 : q ^ 2 ≤ 2 := by linarith
    exact ⟨by nlinarith, le_trans (le_abs_self q) (Real.abs_le_sqrt hq2)⟩
```

Without symmetry of \(B\), only the first conclusion is lost. For

\[
B=\begin{pmatrix}0&1\\0&0\end{pmatrix},\quad s=y=\begin{pmatrix}1\\0\end{pmatrix},\qquad
B_+=\begin{pmatrix}1&1\\0&0\end{pmatrix},
\]

the secant condition holds and \(q=1\), but \(B_+\) is not symmetric.

## When the mismatch is orthogonal to the step

For nonzero \(r\) and \(s\), \(q=\sqrt2\) forces \(\varphi^2(2-\varphi)=0\). Since \(\varphi\le1\), the second factor is positive, so \(\varphi=0\) and \(\sigma=0\). Conversely, \(\sigma=0\) gives \(q^2=2\). In one dimension this never occurs: there \(\varphi=1\) and \(q=1\).

```lean
/-- For nonzero `r` and `s`, the Bofill correction has size exactly `√2` times `‖r‖ / ‖s‖` if and
only if the mismatch is orthogonal to the step. -/
theorem sqrt_two_attained_iff {r s : n → ℝ} (hr : r ≠ 0) (hs : s ≠ 0) :
    frob (bofillStep r s) / (len r / len s) = √2 ↔ r ⬝ᵥ s = 0 := by
  have hq := relative_size_sq hr hs
  constructor
  · intro h
    rw [h, Real.sq_sqrt (by norm_num)] at hq
    have h1 := (weight_range hr hs).2.1
    have hz : weight r s ^ 2 * (2 - weight r s) = 0 := by linarith
    have hw : weight r s = 0 :=
      pow_eq_zero_iff two_ne_zero |>.mp
        ((mul_eq_zero.mp hz).resolve_right (by linarith))
    have hRS := (mul_pos (dot_self_pos hr) (dot_self_pos hs)).ne'
    exact pow_eq_zero_iff two_ne_zero |>.mp ((div_eq_zero_iff.mp hw).resolve_right hRS)
  · intro h
    have hw : weight r s = 0 := by simp [weight, h]
    have hq0 : 0 ≤ frob (bofillStep r s) / (len r / len s) :=
      div_nonneg (Real.sqrt_nonneg _) (div_nonneg (Real.sqrt_nonneg _) (Real.sqrt_nonneg _))
    calc frob (bofillStep r s) / (len r / len s)
        = √((frob (bofillStep r s) / (len r / len s)) ^ 2) := (Real.sqrt_sq hq0).symm
      _ = √2 := by rw [hq, hw]; norm_num

end

end BofillUpdate
```

In transition-state searches, where Bofill updates are used, the result limits how far one update in exact arithmetic can shift the model Hessian; it does not address convergence of the search or closeness to the true Hessian.

```lean
#print axioms BofillUpdate.bofill_eq_mixture
#print axioms BofillUpdate.bofill_update
#print axioms BofillUpdate.sqrt_two_attained_iff
```

```
'BofillUpdate.bofill_eq_mixture' depends on axioms: [propext, Classical.choice, Quot.sound]
'BofillUpdate.bofill_update' depends on axioms: [propext, Classical.choice, Quot.sound]
'BofillUpdate.sqrt_two_attained_iff' depends on axioms: [propext, Classical.choice, Quot.sound]
```
